# The normal subgroups of SU(2) are $\{I\}$, $\{I,-I\}$ and the whole group

Given a set of matrices $D(U)$ that represent the spin rotations $U\in SU(2)$, with $D(UV)=D(U)D(V)$ and $D(I)$ the unit matrix $1$, one often needs to know which $U$ act trivially. The practical step is to evaluate $D(-I)$. The set of $U$ with $D(U)=1$ is a normal subgroup, and the result below leaves three possibilities for it. If $D$ is not trivial throughout, it is faithful when $D(-I)\neq 1$, and it is blind only to the sign of $U$ when $D(-I)=1$. No continuity is required of $D$ for this. For the irreducible spin-$j$ matrices it is a standard fact, not proved here, that $D(-I)=(-1)^{2j}$, so half-integer $j$ falls in the first case and integer $j\ge1$ in the second. A direct sum of spins falls in the first case as soon as one of them is half-integer, even if integer spins are present too.

A subgroup $N$ is normal if $gUg^{-1}\in N$ for all $U\in N$ and all $g$ in the group. The claim is that a subgroup $N$ of SU(2), the $2\times2$ unitary matrices of determinant one, is normal if and only if it is $\{I\}$, $\{I,-I\}$ or SU(2).

## Unit quaternions, traces and conjugation

For real $a$ and a real vector $\mathbf v=(b,c,d)$, let $(a,\mathbf v)$ or $(a,b,c,d)$ denote
$$a+i\,\mathbf v\cdot\boldsymbol\sigma=\begin{pmatrix}a+id & c+ib\\ -c+ib & a-id\end{pmatrix},$$
where $\boldsymbol\sigma=(\sigma_x,\sigma_y,\sigma_z)$ are the Pauli matrices. The trace is $2a$. From $(\mathbf v\cdot\boldsymbol\sigma)(\mathbf w\cdot\boldsymbol\sigma)=\mathbf v\cdot\mathbf w+i(\mathbf v\times\mathbf w)\cdot\boldsymbol\sigma$ follows
$$(a,\mathbf v)(a',\mathbf w)=(aa'-\mathbf v\cdot\mathbf w,\; a\mathbf w+a'\mathbf v-\mathbf v\times\mathbf w).$$
The adjoint of $(a,\mathbf v)$ is $(a,-\mathbf v)$ and its determinant is $a^2+|\mathbf v|^2$, so it lies in SU(2) when $a^2+|\mathbf v|^2=1$. Conversely, for $M\in SU(2)$ both $M^\dagger$ and the adjugate equal $M^{-1}$. With rows and columns numbered 0 and 1, this gives $M_{11}=\overline{M_{00}}$ and $M_{10}=-\overline{M_{01}}$, which is the form above with $M_{00}=a+id$ and $M_{01}=c+ib$, and the determinant gives $a^2+|\mathbf v|^2=1$.

Conjugate elements have equal traces by cyclicity. For the converse take $U=(a,\mathbf v)$ and $V=(a,\mathbf w)$, so that $|\mathbf v|=|\mathbf w|$. For a real vector $\mathbf n$,
$$(0,\mathbf n)U=(-\mathbf n\cdot\mathbf v,\;a\mathbf n-\mathbf n\times\mathbf v),\qquad V(0,\mathbf n)=(-\mathbf w\cdot\mathbf n,\;a\mathbf n-\mathbf w\times\mathbf n).$$
These agree when $\mathbf n\cdot(\mathbf v-\mathbf w)=0$ and $\mathbf n\times(\mathbf v+\mathbf w)=0$. The choice $\mathbf n=\mathbf v+\mathbf w$ satisfies both, since $|\mathbf v|^2-|\mathbf w|^2=0$. If it vanishes, then $\mathbf w=-\mathbf v$ and any nonzero $\mathbf n$ perpendicular to $\mathbf v$ serves. With $\hat{\mathbf n}=\mathbf n/|\mathbf n|$, the element $(0,\hat{\mathbf n})$ of SU(2) conjugates $U$ into $V$. Hence a normal $N$ contains every element whose trace equals that of one of its members.

## One element other than $\pm I$ and its conjugates generate everything

Let $g\in N$ differ from $\pm I$ and have trace $2a$. Then $a^2<1$, because $a^2=1$ forces $\mathbf v=0$. Put $s=\sqrt{1-a^2}>0$ and $Z(\varphi)=\cos\varphi+i\sin\varphi\,\sigma_z$. Whenever $p^2+q^2=s^2$, both $(a,s,0,0)$ and $(a,p,q,0)$ have trace $2a$ and lie in $N$, and their product has half-trace $a^2-sp$. To make this equal $\cos\varphi$, set $p=(a^2-\cos\varphi)/s$. A real $q$ exists when $-s^2\le a^2-\cos\varphi\le s^2$. The left inequality is $\cos\varphi\le1$ and the right one is $\cos\varphi\ge 2a^2-1$. So $Z(\varphi)\in N$ for all $\varphi$ in that window.

An angle $\psi$ with $0\le\psi\le1-a^2$ is at most 1, so
$$\cos\psi\ge1-\tfrac12\psi^2\ge1-\tfrac12\psi\ge1-2(1-a^2)=2a^2-1 .$$
The addition formulas give $Z(\varphi)Z(\psi)=Z(\varphi+\psi)$, so $Z(n\psi)\in N$ for every natural number $n$. Now let $U$ be any element, with half-trace $x$, $|x|\le1$. Put $\varphi=\arccos x\ge0$ and choose $n>\varphi/(1-a^2)$. Then $\psi=\varphi/n$ is in range, $Z(\varphi)\in N$, and $U$ has the trace of $Z(\varphi)$. Thus $N$ is the whole group. A finite product has reached $U$ exactly, so no limit and no closedness of $N$ is needed.

If there is no such $g$, then $N\subseteq\{I,-I\}$, and $N$ is $\{I,-I\}$ or $\{I\}$ according to whether it contains $-I$. All three subgroups are normal, the middle one because $\pm I$ commute with every matrix.

## The case $a=4/5$

Take $g=(\tfrac45,0,0,\tfrac35)$, so $s=\tfrac35$ and the window is $\cos\varphi\ge\tfrac7{25}$. To carry $g$ to $(\tfrac45,\tfrac35,0,0)$ use $\mathbf n=(\tfrac35,0,\tfrac35)$, normalised to $\hat{\mathbf n}=(1,0,1)/\sqrt2$, which gives the conjugating element $i(\sigma_x+\sigma_z)/\sqrt2$. With $p=0$ and $q=\tfrac35$,
$$(\tfrac45,\tfrac35,0,0)(\tfrac45,0,\tfrac35,0)=\tfrac1{25}(16,12,12,-9),$$
and $256+144+144+81=625$. To reach $-I=Z(\pi)$ the bound asks for $n>25\pi/9\approx8.7$, so $n=9$. The window itself already admits $Z(\pi/3)$, with $p=\tfrac7{30}$, and $Z(\pi/3)^3=-I$.

## The group and its parametrisation in Lean

```lean
import Mathlib

open Matrix

namespace NormalSubgroupsSU2

noncomputable section

/-- The group of 2x2 unitary matrices with determinant one. -/
abbrev SU2 : Type := ↥(Matrix.specialUnitaryGroup (Fin 2) ℂ)
```

An element `U : SU2` is a matrix `U.1` together with the proof `U.2` that it is unitary with determinant one.

```lean
/-- The matrix `a + i (b σx + c σy + d σz)` for real `a, b, c, d`. -/
def quat (a b c d : ℝ) : Matrix (Fin 2) (Fin 2) ℂ :=
  !![⟨a, d⟩, ⟨c, b⟩; ⟨-c, b⟩, ⟨a, -d⟩]
```

A complex number is written as the pair of its real and imaginary parts, so `⟨a, d⟩` is $a+id$. This fixes the standard Pauli matrices and the sign $+i$ in front of $\mathbf v\cdot\boldsymbol\sigma$. The product rule is checked entry by entry and the trace as a single number, in both cases with real and imaginary parts compared separately.

```lean
/-- Pauli product rule: `(a + i v·σ)(a' + i w·σ) = a a' - v·w + i (a w + a' v - v × w)·σ`. -/
theorem quat_mul (a b c d a' b' c' d' : ℝ) :
    quat a b c d * quat a' b' c' d' = quat (a * a' - b * b' - c * c' - d * d')
      (a * b' + a' * b - (c * d' - d * c')) (a * c' + a' * c - (d * b' - b * d'))
      (a * d' + a' * d - (b * c' - c * b')) := by
  refine Matrix.ext fun i j => ?_
  fin_cases i <;> fin_cases j <;> apply Complex.ext <;>
    simp [quat, Matrix.mul_apply, Fin.sum_univ_two] <;> ring

/-- The trace of `a + i v·σ` is `2a`. -/
theorem trace_quat (a b c d : ℝ) : trace (quat a b c d) = ((2 * a : ℝ) : ℂ) := by
  rw [Matrix.trace_fin_two]
  apply Complex.ext
  · simp [quat]
    ring
  · simp [quat]
```

In the next two lemmas `star` is the adjoint of a matrix or the conjugate of a number. In `quat_mem`, `hs` is $(a,\mathbf v)^\dagger=(a,-\mathbf v)$. In `exists_quat`, `hs` equates adjoint and adjugate, `r1` to `r4` are the entry relations, and the real part of the determinant gives the norm condition.

```lean
/-- If `a² + |v|² = 1` then `a + i v·σ` lies in SU(2). -/
theorem quat_mem {a b c d : ℝ} (h : a ^ 2 + b ^ 2 + c ^ 2 + d ^ 2 = 1) :
    quat a b c d ∈ Matrix.specialUnitaryGroup (Fin 2) ℂ := by
  have hs : star (quat a b c d) = quat a (-b) (-c) (-d) := by
    refine Matrix.ext fun i j => ?_
    fin_cases i <;> fin_cases j <;> apply Complex.ext <;> simp [quat, Matrix.star_apply]
  rw [mem_specialUnitaryGroup_iff, mem_unitaryGroup_iff, hs, det_fin_two]
  constructor
  · refine Matrix.ext fun i j => ?_
    fin_cases i <;> fin_cases j <;> apply Complex.ext <;>
      simp [quat, Matrix.mul_apply, Fin.sum_univ_two] <;>
      first | ring1 | linear_combination h
  · apply Complex.ext <;> simp [quat] <;> first | ring1 | linear_combination h

/-- Every matrix in SU(2) is `a + i v·σ` with `a² + |v|² = 1`. -/
theorem exists_quat {M : Matrix (Fin 2) (Fin 2) ℂ}
    (hM : M ∈ Matrix.specialUnitaryGroup (Fin 2) ℂ) :
    ∃ a b c d : ℝ, a ^ 2 + b ^ 2 + c ^ 2 + d ^ 2 = 1 ∧ M = quat a b c d := by
  rw [mem_specialUnitaryGroup_iff, mem_unitaryGroup_iff] at hM
  obtain ⟨hu, hd⟩ := hM
  -- the adjoint and the adjugate are both the inverse
  have hs : star M = adjugate M :=
    calc star M = (adjugate M * M) * star M := by rw [adjugate_mul, hd, one_smul, one_mul]
      _ = adjugate M := by rw [mul_assoc, hu, mul_one]
  rw [adjugate_fin_two] at hs
  have e0 : star (M 0 0) = M 1 1 := by simpa using congrFun (congrFun hs 0) 0
  have e1 : star (M 0 1) = -M 1 0 := by simpa using congrFun (congrFun hs 1) 0
  have f1 : M 1 0 = -star (M 0 1) := by rw [e1, neg_neg]
  have r1 : (M 1 1).re = (M 0 0).re := by rw [← e0]; simp
  have r2 : (M 1 1).im = -(M 0 0).im := by rw [← e0]; simp
  have r3 : (M 1 0).re = -(M 0 1).re := by rw [f1]; simp
  have r4 : (M 1 0).im = (M 0 1).im := by rw [f1]; simp
  refine ⟨(M 0 0).re, (M 0 1).im, (M 0 1).re, (M 0 0).im, ?_, ?_⟩
  · rw [det_fin_two] at hd
    have := congrArg Complex.re hd
    simp only [Complex.sub_re, Complex.mul_re, Complex.one_re, r1, r2, r3, r4] at this
    linear_combination this
  · refine Matrix.ext fun i j => ?_
    fin_cases i <;> fin_cases j <;> apply Complex.ext <;> simp [quat, r1, r2, r3, r4]
```

`su` packages a unit quadruple as a group element. `zrot φ` is $Z(\varphi)=e^{i\varphi\sigma_z}$, which in the convention $e^{-i\theta\sigma_z/2}$ for a rotation by $\theta$ has $\theta=-2\varphi$. `signs` is $\{I,-I\}$, with the proofs that it is closed under products and inverses.

```lean
/-- The element `a + i v·σ` of SU(2), for `a² + |v|² = 1`. -/
def su (a b c d : ℝ) (h : a ^ 2 + b ^ 2 + c ^ 2 + d ^ 2 = 1) : SU2 := ⟨quat a b c d, quat_mem h⟩

/-- The element `cos φ + i sin φ σz` of SU(2). -/
def zrot (φ : ℝ) : SU2 :=
  su (Real.cos φ) 0 0 (Real.sin φ) (by linear_combination Real.cos_sq_add_sin_sq φ)

/-- The subgroup `{I, -I}` of SU(2). -/
def signs : Subgroup SU2 where
  carrier := {U | U.1 = 1 ∨ U.1 = -1}
  mul_mem' := fun {a b} ha hb => by
    have ha' : a.1 = 1 ∨ a.1 = -1 := ha
    have hb' : b.1 = 1 ∨ b.1 = -1 := hb
    show a.1 * b.1 = 1 ∨ a.1 * b.1 = -1
    rcases ha' with h | h <;> rcases hb' with h' | h' <;> simp [h, h']
  one_mem' := Or.inl rfl
  inv_mem' := fun {a} ha => by
    have ha' : a.1 = 1 ∨ a.1 = -1 := ha
    have h1 : a * a = 1 := Subtype.ext (show a.1 * a.1 = 1 by
      rcases ha' with h | h <;> simp [h])
    rw [inv_eq_of_mul_eq_one_right h1]
    exact ha
```

## Conjugacy classes are fixed by the trace

`IsConj U V` says that $V=gUg^{-1}$ for some $g$ in the group. The first lemma accepts an unnormalised $\mathbf n=(x,y,z)$ with $|\mathbf n|^2>0$. It picks `k` with $k^2|\mathbf n|^2=1$, namely $1/|\mathbf n|$, and `hq` pulls this scalar out of both sides of the intertwining relation.

```lean
/-- If `(i n·σ) U = V (i n·σ)` for a nonzero real vector `n`, then `U` and `V` are conjugate
in SU(2). -/
theorem isConj_of_intertwine {U V : SU2} (x y z : ℝ) (hn : 0 < x ^ 2 + y ^ 2 + z ^ 2)
    (h : quat 0 x y z * U.1 = V.1 * quat 0 x y z) : IsConj U V := by
  obtain ⟨k, hk⟩ : ∃ k : ℝ, k ^ 2 * (x ^ 2 + y ^ 2 + z ^ 2) = 1 :=
    ⟨(Real.sqrt (x ^ 2 + y ^ 2 + z ^ 2))⁻¹, by
      rw [inv_pow, Real.sq_sqrt hn.le]; exact inv_mul_cancel₀ hn.ne'⟩
  have hq : quat 0 (k * x) (k * y) (k * z) = (k : ℂ) • quat 0 x y z := by
    refine Matrix.ext fun i j => ?_
    fin_cases i <;> fin_cases j <;> apply Complex.ext <;> simp [quat]
  refine isConj_iff.2 ⟨su 0 (k * x) (k * y) (k * z) (by linear_combination hk),
    mul_inv_eq_iff_eq_mul.2 (Subtype.ext ?_)⟩
  show quat 0 (k * x) (k * y) (k * z) * U.1 = V.1 * quat 0 (k * x) (k * y) (k * z)
  rw [hq, smul_mul_assoc, mul_smul_comm, h]
```

In `isConj_iff_trace` the forward direction is `trace_mul_cycle`. The reverse direction has three cases: $\mathbf n=\mathbf v+\mathbf w$ if this is nonzero, otherwise $\mathbf n=(-c,b,0)$, and $\mathbf n=(1,0,0)$ when $b=c=0$. The step `linear_combination hV - hU` is the use of $|\mathbf v|=|\mathbf w|$. The lemma after it applies normality, `hN.conj_mem`, to the conjugating element.

```lean
/-- Two elements of SU(2) are conjugate exactly when their traces agree. -/
theorem isConj_iff_trace (U V : SU2) : IsConj U V ↔ trace U.1 = trace V.1 := by
  constructor
  · intro h
    obtain ⟨g, rfl⟩ := isConj_iff.1 h
    have h1 : (g⁻¹).1 * g.1 = 1 := congrArg Subtype.val (inv_mul_cancel g)
    show trace U.1 = trace (g.1 * U.1 * (g⁻¹).1)
    rw [trace_mul_cycle, h1, one_mul]
  · intro ht
    obtain ⟨a, b, c, d, hU, eU⟩ := exists_quat U.2
    obtain ⟨a', b', c', d', hV, eV⟩ := exists_quat V.2
    rw [eU, eV, trace_quat, trace_quat] at ht
    obtain rfl : a' = a := by linarith [Complex.ofReal_injective ht]
    have z : ∀ x y w : ℝ, ¬ 0 < x ^ 2 + y ^ 2 + w ^ 2 → x = 0 ∧ y = 0 ∧ w = 0 := by
      intro x y w h
      refine ⟨?_, ?_, ?_⟩ <;> apply (pow_eq_zero_iff two_ne_zero).1 <;>
        linarith [sq_nonneg x, sq_nonneg y, sq_nonneg w, not_lt.1 h]
    by_cases h1 : 0 < (b + b') ^ 2 + (c + c') ^ 2 + (d + d') ^ 2
    · -- the bisector of the two axes
      refine isConj_of_intertwine _ _ _ h1 ?_
      rw [eU, eV, quat_mul, quat_mul]
      congr 1 <;> first | ring1 | linear_combination hV - hU
    · -- opposite axes: use a perpendicular direction
      obtain ⟨hb, hc, hd⟩ := z _ _ _ h1
      obtain rfl : b' = -b := by linarith
      obtain rfl : c' = -c := by linarith
      obtain rfl : d' = -d := by linarith
      by_cases h2 : 0 < (-c) ^ 2 + b ^ 2 + (0 : ℝ) ^ 2
      · refine isConj_of_intertwine _ _ _ h2 ?_
        rw [eU, eV, quat_mul, quat_mul]
        congr 1 <;> ring
      · obtain ⟨hc0, hb0, -⟩ := z _ _ _ h2
        have hc1 : c = 0 := by linarith
        refine isConj_of_intertwine 1 0 0 (by norm_num) ?_
        rw [eU, eV, hb0, hc1, quat_mul, quat_mul]
        congr 1 <;> ring

/-- A normal subgroup contains every element with the same trace as one of its members. -/
theorem mem_of_trace_eq {N : Subgroup SU2} (hN : N.Normal) {g U : SU2} (hg : g ∈ N)
    (ht : trace U.1 = trace g.1) : U ∈ N := by
  obtain ⟨c, rfl⟩ := isConj_iff.1 ((isConj_iff_trace g U).2 ht.symm)
  exact hN.conj_mem g hg c
```

## The window of angles and its multiples

`zrot_mem_of_window` chooses `s`, `p` and `q` as above, the two inequalities for $p$ being the two branches under `sq_le_sq'`. The memberships `m1` and `m2` are the two factors, and `hp` matches the half-trace $a^2-sp$ of their product to $\cos\varphi$.

```lean
/-- A normal subgroup with a member of trace `2a`, `a² < 1`, contains `cos φ + i sin φ σz`
whenever `cos φ ≥ 2a² - 1`. -/
theorem zrot_mem_of_window {N : Subgroup SU2} (hN : N.Normal) {g : SU2} (hg : g ∈ N) {a φ : ℝ}
    (hga : trace g.1 = ((2 * a : ℝ) : ℂ)) (ha : a ^ 2 < 1)
    (hφ : 2 * a ^ 2 - 1 ≤ Real.cos φ) : zrot φ ∈ N := by
  obtain ⟨s, hs0, hs⟩ : ∃ s : ℝ, 0 < s ∧ s ^ 2 = 1 - a ^ 2 :=
    ⟨Real.sqrt (1 - a ^ 2), Real.sqrt_pos.2 (by linarith), Real.sq_sqrt (by linarith)⟩
  obtain ⟨p, hp, hps⟩ : ∃ p : ℝ, s * p = a ^ 2 - Real.cos φ ∧ p ^ 2 ≤ s ^ 2 := by
    refine ⟨(a ^ 2 - Real.cos φ) / s, by field_simp, sq_le_sq' ?_ ?_⟩
    · rw [le_div_iff₀ hs0]; nlinarith [Real.cos_le_one φ]
    · rw [div_le_iff₀ hs0]; nlinarith
  obtain ⟨q, hq⟩ : ∃ q : ℝ, q ^ 2 = s ^ 2 - p ^ 2 :=
    ⟨Real.sqrt (s ^ 2 - p ^ 2), Real.sq_sqrt (by linarith)⟩
  -- two conjugates of g whose product has trace 2 cos φ
  have m1 : su a s 0 0 (by linear_combination hs) ∈ N :=
    mem_of_trace_eq hN hg ((trace_quat a s 0 0).trans hga.symm)
  have m2 : su a p q 0 (by linear_combination hq + hs) ∈ N :=
    mem_of_trace_eq hN hg ((trace_quat a p q 0).trans hga.symm)
  refine mem_of_trace_eq hN (N.mul_mem m1 m2) ?_
  show trace (quat (Real.cos φ) 0 0 (Real.sin φ)) = trace (quat a s 0 0 * quat a p q 0)
  rw [quat_mul, trace_quat, trace_quat]
  exact congrArg Complex.ofReal (by linear_combination 2 * hp)
```

The symbol `⊤` denotes the whole group. Here `ha` derives $a^2<1$ from $g\ne\pm I$, `add` is the addition rule for $Z$, and `key` combines the estimate of $\cos\psi$ with an induction on $n$. The final lines take `Real.arccos x`, obtain $n$ from `exists_nat_gt`, and compare traces.

```lean
/-- A normal subgroup of SU(2) with a member other than `I` and `-I` is the whole group. -/
theorem eq_top_of_not_mem_signs {N : Subgroup SU2} (hN : N.Normal) {g : SU2} (hg : g ∈ N)
    (hs : g ∉ signs) : N = ⊤ := by
  have hs' : ¬ (g.1 = 1 ∨ g.1 = -1) := hs
  have q1 : quat 1 0 0 0 = 1 ∧ quat (-1) 0 0 0 = -1 := by
    constructor <;> refine Matrix.ext fun i j => ?_ <;>
      fin_cases i <;> fin_cases j <;> apply Complex.ext <;> simp [quat]
  obtain ⟨a, b, c, d, hn, eg⟩ := exists_quat g.2
  have ha : a ^ 2 < 1 := by
    by_contra hc
    have hc' := not_lt.1 hc
    have z : ∀ t : ℝ, t ^ 2 ≤ 0 → t = 0 := fun t ht =>
      (pow_eq_zero_iff two_ne_zero).1 (le_antisymm ht (sq_nonneg t))
    obtain rfl : b = 0 := z b (by linarith [sq_nonneg c, sq_nonneg d])
    obtain rfl : c = 0 := z c (by nlinarith [sq_nonneg d])
    obtain rfl : d = 0 := z d (by nlinarith)
    rcases mul_eq_zero.1 (show (a - 1) * (a + 1) = 0 by linear_combination hn) with h | h
    · obtain rfl : a = 1 := by linarith
      exact hs' (Or.inl (eg.trans q1.1))
    · obtain rfl : a = -1 := by linarith
      exact hs' (Or.inr (eg.trans q1.2))
  have add : ∀ x y : ℝ, zrot (x + y) = zrot x * zrot y := fun x y => Subtype.ext (by
    show quat (Real.cos (x + y)) 0 0 (Real.sin (x + y)) =
      quat (Real.cos x) 0 0 (Real.sin x) * quat (Real.cos y) 0 0 (Real.sin y)
    rw [Real.cos_add, Real.sin_add, quat_mul]
    congr 1 <;> ring)
  have zero : zrot 0 = 1 := Subtype.ext (by
    show quat (Real.cos 0) 0 0 (Real.sin 0) = 1
    rw [Real.cos_zero, Real.sin_zero, q1.1])
  -- small angles lie in N, and so do their multiples
  have key : ∀ ψ : ℝ, 0 ≤ ψ → ψ ≤ 1 - a ^ 2 → ∀ n : ℕ, zrot (n * ψ) ∈ N := by
    intro ψ h0 h1 n
    have h2 : 0 ≤ 1 - ψ := by linarith [sq_nonneg a]
    have hψ : zrot ψ ∈ N := zrot_mem_of_window hN hg (by rw [eg, trace_quat]) ha
      (by nlinarith [mul_nonneg h0 h2, Real.one_sub_sq_div_two_le_cos (x := ψ)])
    induction n with
    | zero => rw [Nat.cast_zero, zero_mul, zero]; exact N.one_mem
    | succ n ih => rw [Nat.cast_add_one, add_mul, one_mul, add]; exact N.mul_mem ih hψ
  rw [Subgroup.eq_top_iff']
  intro U
  obtain ⟨x, y, z, w, hU, eU⟩ := exists_quat U.2
  have hx : x ^ 2 ≤ 1 := by linarith [sq_nonneg y, sq_nonneg z, sq_nonneg w]
  have hε : 0 < 1 - a ^ 2 := by linarith
  have hφ := Real.arccos_nonneg x
  obtain ⟨n, hlt⟩ := exists_nat_gt (Real.arccos x / (1 - a ^ 2))
  have hn0 : (0 : ℝ) < n := lt_of_le_of_lt (div_nonneg hφ hε.le) hlt
  rw [div_lt_iff₀ hε] at hlt
  have hm := key (Real.arccos x / n) (div_nonneg hφ hn0.le)
    (by rw [div_le_iff₀ hn0]; linarith) n
  rw [show (n : ℝ) * (Real.arccos x / n) = Real.arccos x by field_simp] at hm
  refine mem_of_trace_eq hN hm ?_
  show trace U.1 = trace (quat (Real.cos (Real.arccos x)) 0 0 (Real.sin (Real.arccos x)))
  rw [eU, trace_quat, trace_quat, Real.cos_arccos (by nlinarith) (by nlinarith)]
```

## The classification

`normal_iff` reads as follows: for every subgroup `N` of `SU2`, `N.Normal` holds exactly when `N` is the trivial subgroup `⊥`, equals `signs`, or is `⊤`. The type `Subgroup SU2` demands closure under products and inverses and nothing topological, so `N` is not assumed closed, connected or a Lie subgroup. The proof splits on whether some member lies outside `signs`, then on whether $-I\in N$. For the converse, `hc` is the commutation of $\pm I$ with `g`.

```lean
/-- A subgroup of SU(2) is normal exactly when it is `{I}`, `{I, -I}` or the whole group. -/
theorem normal_iff (N : Subgroup SU2) : N.Normal ↔ N = ⊥ ∨ N = signs ∨ N = ⊤ := by
  constructor
  · intro hN
    by_cases h : ∃ g ∈ N, g ∉ signs
    · obtain ⟨g, hg, hs⟩ := h
      exact Or.inr (Or.inr (eq_top_of_not_mem_signs hN hg hs))
    have hle : N ≤ signs := fun g hg => by
      by_contra hs
      exact h ⟨g, hg, hs⟩
    by_cases hm : ∃ m ∈ N, m.1 = -1
    · obtain ⟨m, hmN, em⟩ := hm
      refine Or.inr (Or.inl (le_antisymm hle fun x hx => ?_))
      have hx' : x.1 = 1 ∨ x.1 = -1 := hx
      rcases hx' with e | e
      · rw [show x = 1 from Subtype.ext e]; exact N.one_mem
      · rw [show x = m from Subtype.ext (e.trans em.symm)]; exact hmN
    · left
      rw [Subgroup.eq_bot_iff_forall]
      intro x hx
      have hx' : x.1 = 1 ∨ x.1 = -1 := hle hx
      exact Subtype.ext (hx'.resolve_right fun e => hm ⟨x, hx, e⟩)
  · rintro (rfl | rfl | rfl)
    · infer_instance
    · refine ⟨fun n hn g => ?_⟩
      have hn' : n.1 = 1 ∨ n.1 = -1 := hn
      have hc : g * n = n * g := Subtype.ext (show g.1 * n.1 = n.1 * g.1 by
        rcases hn' with h | h <;> simp [h])
      rw [hc, mul_inv_cancel_right]
      exact hn
    · infer_instance

end

end NormalSubgroupsSU2
```

```lean
#print axioms NormalSubgroupsSU2.normal_iff
```

```
'NormalSubgroupsSU2.normal_iff' depends on axioms: [propext, Classical.choice, Quot.sound]
```

The theorem concerns the $2\times2$ case only and says nothing about special unitary groups of larger size. Representations $D$, the rotation group SO(3) and the two-to-one map onto it appear nowhere in the code, so the opening statements about which $U$ satisfy $D(U)=1$ are consequences drawn in ordinary mathematics from the classification, and the link to the spin $j$ is quoted from the standard theory.
